# In the factorial-weighted inner product, ∑ ∂P/∂z_i = 0 exactly when P is orthogonal to every multiple of ∑ z_i

Q: Take two particles and the polynomial $P = a z_1 + b z_2$. What does the claim say there?

A: Differentiating gives $\partial_1 P + \partial_2 P = a + b$. At this degree the only multiples of $z_1+z_2$ are constant ones, and with $z_1$ and $z_2$ orthonormal the overlap of $P$ with $z_1+z_2$ is $\bar a + \bar b$. One number is the conjugate of the other, so they vanish together. What survives is the relative motion, $(z_1 - z_2)/\sqrt2$ when normalised.

Q: At degree one every weight is $1! = 1$. Do the factorials matter later?

A: They do at degree two. The polynomial $(z_1-z_2)^2 = z_1^2 - 2z_1z_2 + z_2^2$ has zero total derivative. Its overlap with $(z_1+z_2)z_1 = z_1^2 + z_1z_2$ is $2! - 2 = 0$ with factorial weights, but $1 - 2 = -1$ if all monomials have unit norm.

Q: Then derive the general case by hand.

A: Write $z^k = \prod_i z_i^{k_i}$, $k! = \prod_i k_i!$, and let $p_k, q_k$ be the coefficients of $P, Q$. The inner product is
$$\langle P, Q\rangle = \sum_k \overline{p_k}\, q_k\, k!.$$
Let $D = \sum_i \partial_i$ and $Z = \sum_i z_i$, and let $e_i$ be the exponent vector of $z_i$.

First compare $\langle \partial_i z^k, z^l\rangle$ with $\langle z^k, z_i z^l\rangle$. If $k_i = 0$, the first vanishes because the derivative does, and the second because $z_i z^l$ contains $z_i$. If $k_i \ge 1$, both vanish unless $l = k - e_i$. In that case the first is $k_i\,(k-e_i)! = k!$, and so is the second. By linearity, conjugate-linear in the first slot, $\langle \partial_i P, Q\rangle = \langle P, z_i Q\rangle$. Summing over particles gives
$$\langle DP, Q\rangle = \langle P, ZQ\rangle.$$

If $DP = 0$, the right side vanishes for every $Q$. Conversely, if it vanishes for every $Q$, choose $Q = DP$. Then $\langle DP, DP\rangle = 0$. This is a sum of squared moduli with positive weights, so every coefficient of $DP$ is zero.

Q: Now the code. What plays the role of the particles?

A: The elements of a finite type `σ`, one complex coordinate each.

In Lean 4 with Mathlib:

```lean
import Mathlib

open MvPolynomial
open scoped ComplexConjugate

namespace CenterOfMassGroundStates

noncomputable section

variable {σ : Type*} [Fintype σ]
```

Q: A quantum Hall wavefunction carries a Gaussian. Where is it?

A: In the weights. In symmetric gauge, a lowest-Landau-level wavefunction with only finitely many angular momenta is a polynomial times a Gaussian; these are the states treated here. With lengths scaled so that the measure is $e^{-|z|^2}d^2z/\pi$ per particle, the monomial $z^k$ has squared norm $k!$. The file takes that outcome as its definition and contains no integral.

```lean
/-- The inner product on polynomials in the particle coordinates for which monomials are
orthogonal and `∏ z_i ^ k_i` has squared norm `∏ (k_i)!`. -/
def fock (P Q : MvPolynomial σ ℂ) : ℂ :=
  ∑ k ∈ P.support, conj (coeff k P) * coeff k Q * ∏ i : σ, ((k i).factorial : ℂ)
```

Q: That sum runs only over the monomials of `P`. Isn't it lopsided?

A: Only in appearance: a monomial missing from `P` would contribute zero. `P.support` is the finite set of exponent vectors with non-zero coefficient, `coeff k P` is $p_k$, and `conj` on the first factor fixes the physicist's convention.

The next two definitions are $Z$ and $D$. Here `pderiv i` is the formal partial derivative, which agrees with the holomorphic one on polynomials.

```lean
variable (σ) in
/-- The sum of all particle coordinates, `∑ z_i`. -/
def com : MvPolynomial σ ℂ := ∑ i : σ, (X i : MvPolynomial σ ℂ)

/-- The center-of-mass lowering operator `∑ ∂/∂z_i`. -/
def lowering (P : MvPolynomial σ ℂ) : MvPolynomial σ ℂ := ∑ i : σ, pderiv i P
```

Q: And which concrete states do you test it on?

A: Laughlin's polynomials. `Finset.Ioi i` is the set of labels greater than `i`, so each pair occurs once.

```lean
/-- The Laughlin polynomial `∏_{i<j} (z_i - z_j)^m` of `N` particles. -/
def laughlin (N m : ℕ) : MvPolynomial (Fin N) ℂ :=
  ∏ i : Fin N, ∏ j ∈ Finset.Ioi i,
    ((X i : MvPolynomial (Fin N) ℂ) - (X j : MvPolynomial (Fin N) ℂ)) ^ m
```

Q: Before the proofs, what exactly is the theorem about, and what does it leave out?

A: `ground_state_iff_orthogonal` says that for every polynomial `P`, `lowering P = 0` holds if and only if `fock P (com σ * Q) = 0` for all `Q`. No exchange symmetry is imposed, so bosonic and fermionic polynomials are both covered. There is no Hamiltonian either: "ground state" means annihilated by $D$. For $N \ge 1$ particles, $D/\sqrt N$ is the annihilation operator of the center-of-mass oscillator, which is the physical reason for the name.

Q: Does it survive very small systems?

A: For one particle it says that the constants are exactly the polynomials orthogonal to every $zQ$. For no particles, $D$ and $Z$ are both zero and both conditions always hold.

Q: Show me how the proof follows your derivation.

A: It starts with bookkeeping. The inner product may be summed over any finite set containing the monomials of `P`, and a common set for three polynomials then gives additivity in the first slot.

```lean
/-- The inner product may be summed over any finite set of monomials containing those of
its first argument. -/
theorem fock_eq_sum (P Q : MvPolynomial σ ℂ) (S : Finset (σ →₀ ℕ)) (h : P.support ⊆ S) :
    fock P Q = ∑ k ∈ S, conj (coeff k P) * coeff k Q * ∏ i : σ, ((k i).factorial : ℂ) := by
  rw [fock]
  refine Finset.sum_subset h (fun k _ hk => ?_)
  rw [notMem_support_iff.mp hk, map_zero, zero_mul, zero_mul]

/-- The inner product is additive in its first argument. -/
theorem fock_add_left (P R Q : MvPolynomial σ ℂ) :
    fock (P + R) Q = fock P Q + fock R Q := by
  classical
  -- one common set of monomials for all three sums
  obtain ⟨S, h₁, h₂, h₃⟩ : ∃ S : Finset (σ →₀ ℕ),
      P.support ⊆ S ∧ R.support ⊆ S ∧ (P + R).support ⊆ S :=
    ⟨P.support ∪ (R.support ∪ (P + R).support),
      fun _ hk => Finset.mem_union_left _ hk,
      fun _ hk => Finset.mem_union_right _ (Finset.mem_union_left _ hk),
      fun _ hk => Finset.mem_union_right _ (Finset.mem_union_right _ hk)⟩
  rw [fock_eq_sum (P + R) Q S h₃, fock_eq_sum P Q S h₁, fock_eq_sum R Q S h₂,
    ← Finset.sum_add_distrib]
  refine Finset.sum_congr rfl (fun k _ => ?_)
  rw [coeff_add, map_add, add_mul, add_mul]
```

Next comes the adjoint relation for one particle. The induction reduces `P` to a single monomial, and `mono` evaluates its inner product with anything. The split on `k i = 0` is the one made by hand. In the other case `l` is $k - e_i$, `hd` is $k_i! = k_i\, l_i!$, and `he` says that the other particles' factorials are unchanged.

```lean
/-- For each particle, `∂/∂z_i` is adjoint to multiplication by `z_i`. -/
theorem fock_pderiv (i : σ) (P Q : MvPolynomial σ ℂ) :
    fock (pderiv i P) Q = fock P ((X i : MvPolynomial σ ℂ) * Q) := by
  classical
  have mono : ∀ (k : σ →₀ ℕ) (a : ℂ) (R : MvPolynomial σ ℂ),
      fock (monomial k a) R = conj a * coeff k R * ∏ j : σ, ((k j).factorial : ℂ) := by
    intro k a R
    rw [fock_eq_sum (monomial k a) R {k} support_monomial_subset, Finset.sum_singleton,
      coeff_monomial, if_pos rfl]
  refine MvPolynomial.induction_on' P (fun k a => ?_) (fun p q hp hq => ?_)
  · rw [pderiv_monomial, mono, mono, coeff_X_mul']
    by_cases h : k i = 0
    · rw [if_neg (Finsupp.notMem_support_iff.mpr h)]
      simp only [h, Nat.cast_zero, mul_zero, map_zero, zero_mul]
    · -- lowering one exponent removes one factor from the factorial weight
      obtain ⟨l, hl⟩ : ∃ l : σ →₀ ℕ, l = k - Finsupp.single i 1 := ⟨_, rfl⟩
      have hi : l i = k i - 1 := by
        rw [hl, Finsupp.tsub_apply, Finsupp.single_eq_same]
      have hj : ∀ j, j ≠ i → l j = k j := by
        intro j hji
        rw [hl, Finsupp.tsub_apply, Finsupp.single_apply, if_neg hji.symm, Nat.sub_zero]
      have hd : ((k i).factorial : ℂ) = (k i : ℂ) * ((l i).factorial : ℂ) := by
        obtain ⟨m, hm⟩ : ∃ m, k i = m + 1 := ⟨k i - 1, by omega⟩
        rw [hi, hm, Nat.add_sub_cancel, Nat.factorial_succ, Nat.cast_mul]
      have he : ∏ j ∈ Finset.univ.erase i, ((l j).factorial : ℂ)
          = ∏ j ∈ Finset.univ.erase i, ((k j).factorial : ℂ) :=
        Finset.prod_congr rfl (fun j hm => by rw [hj j (Finset.ne_of_mem_erase hm)])
      have split : ∀ n : σ →₀ ℕ, ∏ j : σ, ((n j).factorial : ℂ)
          = ((n i).factorial : ℂ) * ∏ j ∈ Finset.univ.erase i, ((n j).factorial : ℂ) :=
        fun n => (Finset.mul_prod_erase Finset.univ (fun j => ((n j).factorial : ℂ))
          (Finset.mem_univ i)).symm
      rw [if_pos (Finsupp.mem_support_iff.mpr h), ← hl, split k, split l, he, hd,
        map_mul, map_natCast]
      ring
  · rw [map_add, fock_add_left, fock_add_left, hp, hq]
```

The sum over particles is an induction that adds one particle at a time, using additivity in both slots.

```lean
/-- The center-of-mass lowering operator is adjoint to multiplication by `∑ z_i`. -/
theorem fock_lowering (P Q : MvPolynomial σ ℂ) :
    fock (lowering P) Q = fock P (com σ * Q) := by
  classical
  have add_right : ∀ A B : MvPolynomial σ ℂ, fock P (A + B) = fock P A + fock P B := by
    intro A B
    simp only [fock, coeff_add, mul_add, add_mul, Finset.sum_add_distrib]
  -- add the particles one at a time
  have key : ∀ s : Finset σ, fock (∑ i ∈ s, pderiv i P) Q
      = fock P ((∑ i ∈ s, (X i : MvPolynomial σ ℂ)) * Q) := by
    intro s
    induction s using Finset.induction_on with
    | empty => simp [fock]
    | insert a s ha ih =>
      rw [Finset.sum_insert ha, Finset.sum_insert ha, fock_add_left, ih, fock_pderiv,
        add_mul, add_right]
  rw [lowering, com]
  exact key Finset.univ
```

Q: And positivity?

A: `fock P P` is rewritten as a real sum of squared moduli times factorials. A vanishing sum of non-negative terms vanishes term by term, and since no factorial is zero, each coefficient must be.

```lean
/-- Only the zero polynomial has zero norm. -/
theorem fock_definite (P : MvPolynomial σ ℂ) (h : fock P P = 0) : P = 0 := by
  have e : ((∑ k ∈ P.support, Complex.normSq (coeff k P) *
      ∏ i : σ, ((k i).factorial : ℝ) : ℝ) : ℂ) = fock P P := by
    rw [fock, Complex.ofReal_sum]
    refine Finset.sum_congr rfl (fun k _ => ?_)
    rw [Complex.ofReal_mul, Complex.normSq_eq_conj_mul_self, Complex.ofReal_prod]
    simp only [Complex.ofReal_natCast]
  rw [h] at e
  -- a vanishing sum of non-negative terms vanishes term by term
  have hn : ∀ k ∈ P.support,
      0 ≤ Complex.normSq (coeff k P) * ∏ i : σ, ((k i).factorial : ℝ) := fun k _ =>
    mul_nonneg (Complex.normSq_nonneg _) (Finset.prod_nonneg fun i _ => Nat.cast_nonneg _)
  have e' := (Finset.sum_eq_zero_iff_of_nonneg hn).mp (Complex.ofReal_eq_zero.mp e)
  refine MvPolynomial.ext P 0 (fun k => ?_)
  rw [coeff_zero]
  by_cases hk : k ∈ P.support
  · have hw : ∏ i : σ, ((k i).factorial : ℝ) ≠ 0 :=
      Finset.prod_ne_zero_iff.mpr fun i _ => Nat.cast_ne_zero.mpr (Nat.factorial_ne_zero _)
    exact Complex.normSq_eq_zero.mp ((mul_eq_zero.mp (e' k hk)).resolve_right hw)
  · exact notMem_support_iff.mp hk
```

The equivalence is now short. Forwards, the adjoint relation turns the overlap into one with the zero polynomial. Backwards, `exact h (lowering P)` is the choice $Q = DP$.

```lean
/-- A polynomial satisfies `∑ ∂P/∂z_i = 0` if and only if it is orthogonal to
`(∑ z_i) Q` for every polynomial `Q`. -/
theorem ground_state_iff_orthogonal (P : MvPolynomial σ ℂ) :
    lowering P = 0 ↔ ∀ Q : MvPolynomial σ ℂ, fock P (com σ * Q) = 0 := by
  constructor
  · intro h Q
    rw [← fock_lowering, h, fock, support_zero, Finset.sum_empty]
  · intro h
    -- test against the lowered state itself
    apply fock_definite
    rw [fock_lowering]
    exact h (lowering P)
```

Q: My states are antisymmetric. Must I really test against every polynomial $Q$?

A: No. The only test function used in the backward direction is $DP$, and $D$ treats all particles alike, so $DP$ is antisymmetric when $P$ is.

Q: Where would I meet this in a calculation?

A: In exact diagonalisation of a finite number of particles in the lowest Landau level of the plane, with an interaction that depends only on the distances between particles and with all orbitals up to the total angular momentum kept, a relative state reappears at higher angular momentum multiplied by powers of $Z$. The equivalence lets you recognise the states without such an excitation by applying one operator, with no need to build the multiples of $Z$. In the normalised orbitals $\varphi_n = z^n/\sqrt{n!}$ that operator is
$$D = \sum_{n\ge1} \sqrt n\; c_{n-1}^\dagger c_n .$$
For an eigenvector $v$ of $N \ge 1$ particles, $\|Dv\|^2/(N\|v\|^2)$ is the mean number of center-of-mass quanta, and you check that it is zero to numerical accuracy. Adding $\lambda ZD$ with $\lambda>0$ to the Hamiltonian raises the unwanted copies in energy, because $\langle P, ZDP\rangle = \|DP\|^2$.

Q: So far the condition could be satisfied only by dull polynomials. What about Laughlin's?

A: They satisfy it for every particle number and every exponent. By hand, $D(z_i - z_j) = 1 - 1 = 0$, and the Leibniz rule $D(PQ) = (DP)Q + P(DQ)$ carries this to any product of such differences. The file proves those two facts first.

```lean
/-- The lowering operator obeys the Leibniz rule. -/
theorem lowering_mul (P Q : MvPolynomial σ ℂ) :
    lowering (P * Q) = lowering P * Q + P * lowering Q := by
  simp only [lowering]
  rw [Finset.sum_mul, Finset.mul_sum, ← Finset.sum_add_distrib]
  exact Finset.sum_congr rfl (fun i _ => pderiv_mul)

/-- Every relative coordinate `z_i - z_j` is annihilated by the lowering operator. -/
theorem lowering_relative (i j : σ) :
    lowering ((X i : MvPolynomial σ ℂ) - (X j : MvPolynomial σ ℂ)) = 0 := by
  classical
  have hX : ∀ l : σ, ∑ n : σ, pderiv n (X l : MvPolynomial σ ℂ) = 1 := by
    intro l
    simp [pderiv_X, Pi.single_apply]
  simp only [lowering, map_sub, Finset.sum_sub_distrib, hX, sub_self]
```

The last proof applies them through `hmul` for two factors, `hpow` for powers and `hprod` for finite products, used once for each of the two nested products in the definition. With fewer than two particles, or with `m = 0`, the polynomial is the constant 1, which $D$ also annihilates.

```lean
/-- The Laughlin polynomial is annihilated by `∑ ∂/∂z_i`, for every particle number and
every exponent. -/
theorem lowering_laughlin (N m : ℕ) : lowering (laughlin N m) = 0 := by
  have h1 : lowering (1 : MvPolynomial (Fin N) ℂ) = 0 := by simp [lowering]
  have hmul : ∀ a b : MvPolynomial (Fin N) ℂ, lowering a = 0 → lowering b = 0 →
      lowering (a * b) = 0 := by
    intro a b ha hb
    rw [lowering_mul, ha, hb, zero_mul, mul_zero, add_zero]
  have hpow : ∀ (a : MvPolynomial (Fin N) ℂ) (n : ℕ), lowering a = 0 →
      lowering (a ^ n) = 0 := by
    intro a n ha
    induction n with
    | zero => rw [pow_zero, h1]
    | succ n ih =>
      rw [pow_succ]
      exact hmul _ _ ih ha
  -- products of annihilated polynomials are annihilated
  have hprod : ∀ (s : Finset (Fin N)) (f : Fin N → MvPolynomial (Fin N) ℂ),
      (∀ i, lowering (f i) = 0) → lowering (∏ i ∈ s, f i) = 0 := by
    intro s f hf
    induction s using Finset.induction_on with
    | empty => rw [Finset.prod_empty, h1]
    | insert a s ha ih =>
      rw [Finset.prod_insert ha]
      exact hmul _ _ (hf a) ih
  rw [laughlin]
  refine hprod Finset.univ _ (fun i => ?_)
  refine hprod (Finset.Ioi i) _ (fun j => ?_)
  exact hpow _ m (lowering_relative i j)

end

end CenterOfMassGroundStates
```

Q: Does that make Laughlin's state the ground state of an interacting system?

A: No. It shows that the state has no center-of-mass excitation. Its energy under a given interaction, the gap and the filling fraction are separate questions.

```lean
#print axioms CenterOfMassGroundStates.ground_state_iff_orthogonal
#print axioms CenterOfMassGroundStates.lowering_laughlin
```

```
'CenterOfMassGroundStates.ground_state_iff_orthogonal' depends on axioms: [propext, Classical.choice, Quot.sound]
'CenterOfMassGroundStates.lowering_laughlin' depends on axioms: [propext, Classical.choice, Quot.sound]
```
